# A divisibility criterion for real two-variable polynomials vanishing on a polynomial curve segment

The failing declaration, `dvd_of_edge`, is pure algebra: it concerns a real polynomial `f` in two variables and assumes no physical model. Suppose `f` vanishes at the points (p(t), q(t)) for 0 < t < 1, where `p` and `q` are real polynomials, and suppose a polynomial `l` divides both X₀ − p(s) and X₁ − q(s) for some two-variable polynomial `s`; then `l` divides `f`. For instance, with p(t) = t, q(t) = 0, s = X₀ and l = X₁, it says that a polynomial vanishing on that piece of the first axis is divisible by X₁. The attempt shows that f(p(t), q(t)), as a polynomial in t, has infinitely many roots and so is zero, then applies the preceding lemma, by which `l` divides f − f(p(s), q(s)).

The first attempt, which Lean rejects:

```lean
import Mathlib

open MvPolynomial

namespace DvdOfEdge

/-- Restrict `f` to the curve `(p, q)` and lift the result back by putting `s` for the
parameter. If this changes each coordinate by a multiple of `l`, it changes `f` by a
multiple of `l`. -/
theorem dvd_sub_restrict (p q : Polynomial ℝ) (s l f : MvPolynomial (Fin 2) ℝ)
    (h0 : l ∣ X 0 - Polynomial.aeval s p) (h1 : l ∣ X 1 - Polynomial.aeval s q) :
    l ∣ f - Polynomial.aeval s (aeval ![p, q] f) := by
  have hi : ∀ i : Fin 2, l ∣ X i - Polynomial.aeval s (![p, q] i) := by
    rw [Fin.forall_fin_two]
    exact ⟨h0, h1⟩
  induction f using MvPolynomial.induction_on
  next a =>
    have h : Polynomial.aeval s (aeval ![p, q] (C a : MvPolynomial (Fin 2) ℝ)) = C a := by
      rw [← algebraMap_eq, AlgHom.commutes, AlgHom.commutes]
    rw [h, sub_self]
    exact dvd_zero l
  next a b ha hb =>
    simp only [map_add]
    convert dvd_add ha hb using 1
    ring
  next a i ha =>
    simp only [map_mul, aeval_X]
    convert dvd_add (ha.mul_right (X i))
      ((hi i).mul_left (Polynomial.aeval s (aeval ![p, q] a))) using 1
    ring

/-- If `f` vanishes on the curve `(p(t), q(t))` for `0 < t < 1`, and `l` divides the change
of each coordinate under restriction to the curve and lifting back by `s`,
then `l` divides `f`. -/
theorem dvd_of_edge (p q : Polynomial ℝ) (s l f : MvPolynomial (Fin 2) ℝ)
    (h0 : l ∣ X 0 - Polynomial.aeval s p) (h1 : l ∣ X 1 - Polynomial.aeval s q)
    (hv : ∀ t ∈ Set.Ioo (0 : ℝ) 1, eval ![p.eval t, q.eval t] f = 0) : l ∣ f := by
  -- the restriction to the curve has infinitely many roots
  have hz : aeval ![p, q] f = 0 := by
    apply Polynomial.eq_zero_of_infinite_isRoot
    refine (Set.Ioo_infinite (zero_lt_one' ℝ)).mono ?_
    intro t ht
    have hi : ∀ i : Fin 2,
        Polynomial.eval t (![p, q] i) = ![p.eval t, q.eval t] i := by
      rw [Fin.forall_fin_two]
      exact ⟨rfl, rfl⟩
    have he : Polynomial.eval t (aeval ![p, q] f) = eval ![p.eval t, q.eval t] f := by
      refine MvPolynomial.induction_on f ?_ ?_ ?_
      · intro a
        simp [Polynomial.algebraMap_eq]
      · intro a b ha hb
        simp only [map_add, Polynomial.eval_add, ha, hb]
      · intro a i ha
        simp only [map_mul, Polynomial.eval_mul, aeval_X, eval_X, ha, hi]
    change Polynomial.eval t (aeval ![p, q] f) = 0
    rw [he]
    exact hv t ht
  have h := dvd_sub_restrict p q s l f h0 h1
  rw [hz, map_zero, sub_zero] at h
  exact h

end DvdOfEdge
```

Messages:

```
Main.lean:48:6: error: Type mismatch
  induction_on f ?m.185 ?m.186 ?m.187
has type
  ?m.184 f
but is expected to have type
  Polynomial.eval t ((aeval ![p, q]) f) = (eval ![Polynomial.eval t p, Polynomial.eval t q]) f
```

Cause. The error lies in the auxiliary equation `he`, which says that substituting `p` and `q` into `f` and then evaluating at `t` gives the value of `f` at the point. Used through `refine`, `MvPolynomial.induction_on` yields a result of type `?m.184 f`, where `?m.184` is the property to be proved by induction. Lean had to infer that property by matching `?m.184 f` with the equation, and failed, though the equation is indeed a statement about `f`.

The repair uses `induction f using MvPolynomial.induction_on`, which builds the property from the goal by abstracting `f`, so it need not be guessed by unification. Since `hv` also mentions `f`, `induction` would carry it into the property and make the induction hypotheses conditional on it. `clear hv` prevents this and leaves them as plain equations that `simp only` can use. It acts only inside the proof of `he`, so `hv` is still available at the end. The three cases keep their `simp` calls; writing them with `next` merely fits the new layout.

After these edits no error is left:

```diff
@@ -46,11 +46,9 @@
       exact ⟨rfl, rfl⟩
     have he : Polynomial.eval t (aeval ![p, q] f) = eval ![p.eval t, q.eval t] f := by
-      refine MvPolynomial.induction_on f ?_ ?_ ?_
-      · intro a
-        simp [Polynomial.algebraMap_eq]
-      · intro a b ha hb
-        simp only [map_add, Polynomial.eval_add, ha, hb]
-      · intro a i ha
-        simp only [map_mul, Polynomial.eval_mul, aeval_X, eval_X, ha, hi]
+      clear hv
+      induction f using MvPolynomial.induction_on
+      next a => simp [Polynomial.algebraMap_eq]
+      next a b ha hb => simp only [map_add, Polynomial.eval_add, ha, hb]
+      next a i ha => simp only [map_mul, Polynomial.eval_mul, aeval_X, eval_X, ha, hi]
     change Polynomial.eval t (aeval ![p, q] f) = 0
     rw [he]
```
